# For hyperfine levels with only dipole and quadrupole terms and both spins at least 1, Landé's interval rule holds exactly when the quadrupole constant is zero

The theorem `lande_interval_rule_iff` concerns hyperfine energies given by Casimir's formula, with a dipole constant `A`, a quadrupole constant `B` and no further terms. The spins `I` and `J` are real numbers of at least 1, not required to be integers or half-integers, and the levels `F` run in unit steps from `|I - J|` without exceeding `I + J`. It states that one constant `a` gives E(F) − E(F−1) = aF for every interval between neighbouring levels if and only if `B = 0`. For the forward direction, the attempt takes the two lowest intervals, whose ratios to their upper `F` must agree, and applies the earlier lemma `landeRatio_eq_iff`; for the converse it takes `a = A` and uses the interval formula.

The failing Lean file:

```lean
import Mathlib

open Matrix

namespace LandeIntervalRuleIff

noncomputable section

/-- Casimir's number `K = F(F+1) - I(I+1) - J(J+1)`. -/
def casimirK (I J F : ℝ) : ℝ := F * (F + 1) - I * (I + 1) - J * (J + 1)

/-- The quadrupole denominator `2I(2I-1)J(2J-1)`. -/
def quadDenom (I J : ℝ) : ℝ := 2 * I * (2 * I - 1) * J * (2 * J - 1)

/-- Casimir's dipole-plus-quadrupole energy of the level `F`, for spins `I, J > 1/2`. -/
def casimirEnergy (A B I J F : ℝ) : ℝ :=
  A * casimirK I J F / 2 +
    B * (3 / 4 * casimirK I J F * (casimirK I J F + 1) - I * (I + 1) * J * (J + 1)) /
      quadDenom I J

/-- The interval `E_F - E_(F-1)` divided by `F`, for `F ≠ 0` and spins `I, J > 1/2`. -/
def landeRatio (A B I J F : ℝ) : ℝ :=
  (casimirEnergy A B I J F - casimirEnergy A B I J (F - 1)) / F

/-- `F` is an allowed total angular momentum: it is reached from `|I - J|` in unit steps
and does not exceed `I + J`. -/
def IsLevel (I J F : ℝ) : Prop := F ≤ I + J ∧ ∃ k : ℕ, F = |I - J| + k

/-- `F` is the upper level of a hyperfine interval: both `F - 1` and `F` are allowed. -/
def IsInterval (I J F : ℝ) : Prop := IsLevel I J (F - 1) ∧ IsLevel I J F

/-- The interval between the energies at `F` and `F - 1`, for spins `I, J > 1/2`: the dipole
part is `A F`, and the quadrupole part adds a term with a different dependence on `F`. -/
theorem casimir_interval (A B I J F : ℝ) :
    casimirEnergy A B I J F - casimirEnergy A B I J (F - 1) =
      F * (A + 3 * B * (F ^ 2 - I * (I + 1) - J * (J + 1) + 1 / 2) / quadDenom I J) := by
  unfold casimirEnergy casimirK
  ring

/-- For spins above 1/2, the quadrupole constant follows from the interval ratios at two
distinct positive values of `F`. -/
theorem quadrupole_from_intervals (A B : ℝ) {I J F F' : ℝ} (hI : 1 / 2 < I) (hJ : 1 / 2 < J)
    (hF : 0 < F) (hF' : 0 < F') (hne : F ≠ F') :
    B = quadDenom I J * (landeRatio A B I J F - landeRatio A B I J F') /
      (3 * (F ^ 2 - F' ^ 2)) := by
  have hD : quadDenom I J ≠ 0 := by
    have h1 : 0 < 2 * I - 1 := by linarith
    have h2 : 0 < 2 * J - 1 := by linarith
    have h3 : 0 < I := by linarith
    have h4 : 0 < J := by linarith
    unfold quadDenom
    positivity
  have hs : F ^ 2 - F' ^ 2 ≠ 0 := by
    have h : F ^ 2 - F' ^ 2 = (F - F') * (F + F') := by ring
    rw [h]
    exact mul_ne_zero (sub_ne_zero.mpr hne) (by linarith)
  have hB : quadDenom I J * (B / quadDenom I J) = B := by field_simp
  -- the dipole constant and the spin terms cancel in the difference
  rw [eq_div_iff (mul_ne_zero three_ne_zero hs)]
  unfold landeRatio
  rw [casimir_interval, casimir_interval, mul_div_cancel_left₀ _ hF.ne',
    mul_div_cancel_left₀ _ hF'.ne']
  linear_combination (-(3 * (F ^ 2 - F' ^ 2))) * hB

/-- For spins above 1/2, the interval ratios at two distinct positive values of `F` agree
if and only if the quadrupole constant vanishes. -/
theorem landeRatio_eq_iff (A B : ℝ) {I J F F' : ℝ} (hI : 1 / 2 < I) (hJ : 1 / 2 < J)
    (hF : 0 < F) (hF' : 0 < F') (hne : F ≠ F') :
    landeRatio A B I J F = landeRatio A B I J F' ↔ B = 0 := by
  constructor
  · intro h
    have hB := quadrupole_from_intervals A B hI hJ hF hF' hne
    rw [h, sub_self, mul_zero, zero_div] at hB
    exact hB
  · rintro rfl
    unfold landeRatio
    rw [casimir_interval, casimir_interval, mul_div_cancel_left₀ _ hF.ne',
      mul_div_cancel_left₀ _ hF'.ne']
    ring

/-- Landé's interval rule: for `I, J ≥ 1`, all hyperfine intervals are proportional to
their upper `F` with one common constant if and only if `B = 0`. -/
theorem lande_interval_rule_iff (A B : ℝ) {I J : ℝ} (hI : 1 ≤ I) (hJ : 1 ≤ J) :
    (∃ a : ℝ, ∀ F, IsInterval I J F →
      casimirEnergy A B I J F - casimirEnergy A B I J (F - 1) = a * F) ↔ B = 0 := by
  constructor
  · rintro ⟨a, ha⟩
    -- the two lowest intervals exist and already decide the matter
    have hle : |I - J| ≤ I + J - 2 := abs_le.mpr ⟨by linarith, by linarith⟩
    have h0 : 0 ≤ |I - J| := abs_nonneg _
    have h1 := ha (|I - J| + 1)
      ⟨⟨by linarith, 0, by norm_num⟩, ⟨by linarith, 1, by norm_num⟩⟩
    have h2 := ha (|I - J| + 2)
      ⟨⟨by linarith, 1, by push_cast; ring⟩, ⟨by linarith, 2, by norm_num⟩⟩
    have p1 : 0 < |I - J| + 1 := by linarith
    have p2 : 0 < |I - J| + 2 := by linarith
    refine (landeRatio_eq_iff A B (by linarith) (by linarith) p1 p2
      (fun h => by linarith)).1 ?_
    unfold landeRatio
    rw [h1, h2, mul_div_cancel_right₀ _ p1.ne', mul_div_cancel_right₀ _ p2.ne']
  · rintro rfl
    exact ⟨A, fun F _ => by rw [casimir_interval]; ring⟩

end

end LandeIntervalRuleIff
```

The error:

```
Main.lean:97:38: error: linarith failed to find a contradiction
A B I J : ℝ
hI : 1 ≤ I
hJ : 1 ≤ J
a : ℝ
ha : ∀ (F : ℝ), IsInterval I J F → casimirEnergy A B I J F - casimirEnergy A B I J (F - 1) = a * F
hle : |I - J| ≤ I + J - 2
h0 : 0 ≤ |I - J|
h1 : casimirEnergy A B I J (|I - J| + 1) - casimirEnergy A B I J (|I - J| + 1 - 1) = a * (|I - J| + 1)
h2 : casimirEnergy A B I J (|I - J| + 2) - casimirEnergy A B I J (|I - J| + 2 - 1) = a * (|I - J| + 2)
p1 : 0 < |I - J| + 1
p2 : 0 < |I - J| + 2
a✝ : ?m.272 ≤ 1 / 2
⊢ False
failed
Main.lean:97:52: error: linarith failed to find a contradiction
A B I J : ℝ
hI : 1 ≤ I
hJ : 1 ≤ J
a : ℝ
ha : ∀ (F : ℝ), IsInterval I J F → casimirEnergy A B I J F - casimirEnergy A B I J (F - 1) = a * F
hle : |I - J| ≤ I + J - 2
h0 : 0 ≤ |I - J|
h1 : casimirEnergy A B I J (|I - J| + 1) - casimirEnergy A B I J (|I - J| + 1 - 1) = a * (|I - J| + 1)
h2 : casimirEnergy A B I J (|I - J| + 2) - casimirEnergy A B I J (|I - J| + 2 - 1) = a * (|I - J| + 2)
p1 : 0 < |I - J| + 1
p2 : 0 < |I - J| + 2
a✝ : ?m.273 ≤ 1 / 2
⊢ False
failed
Error in Linarith.normalizeDenominatorsLHS: Expr.rewrite may not produce subgoals.
Error in Linarith.normalizeDenominatorsLHS: Expr.rewrite may not produce subgoals.
```

What went wrong. Both errors have the same cause: Lean doesn't know which spins the lemma is being applied to. In `landeRatio_eq_iff`, `I` and `J` are implicit, so Lean must infer them. The goal `B = 0` doesn't mention them, and `p1` and `p2` settle only the lemma's `F` and `F'`. That `|I - J|` occurs inside those values doesn't tell Lean what the lemma's own `I` and `J` are.

The two `linarith` calls are therefore asked to prove that an unknown number exceeds 1/2. This shows in the negated goals, `?m.272 ≤ 1 / 2` and `?m.273 ≤ 1 / 2`, where the `?m` terms are unfilled placeholders. The hypotheses `hI` and `hJ` say nothing about these placeholders, so no contradiction is found. The closing `Linarith.normalizeDenominatorsLHS` lines report a rewrite that may not produce subgoals, a failure inside `linarith`'s own preprocessing.

The diff names the spins with `(I := I) (J := J)`. The two goals become `1 / 2 < I` and `1 / 2 < J`, which `linarith` proves from `hI` and `hJ`.

The repair, with which the file compiles:

```diff
@@ -95,5 +95,5 @@
     have p1 : 0 < |I - J| + 1 := by linarith
     have p2 : 0 < |I - J| + 2 := by linarith
-    refine (landeRatio_eq_iff A B (by linarith) (by linarith) p1 p2
+    refine (landeRatio_eq_iff A B (I := I) (J := J) (by linarith) (by linarith) p1 p2
       (fun h => by linarith)).1 ?_
     unfold landeRatio
```
